# The canonical free energy of ideal bosons in finitely many modes is convex in particle number

A: For \(N\ge1\) non-interacting bosons in finitely many modes with nonnegative Boltzmann factors, the canonical partition functions satisfy

\[ Z_{N-1}Z_{N+1}\le Z_N^2 . \]

If at least one factor is positive and the temperature, in energy units, is \(T\ge0\), then \(F_N=-T\log Z_N\) satisfies \(2F_N\le F_{N-1}+F_{N+1}\). At fixed temperature and mode energies, the free-energy cost \(F_{N+1}-F_N\) of adding a particle to this ideal gas therefore never decreases with \(N\).

Q: Where are the bosons in the code? I see no symmetrised wavefunctions.

A: Occupation numbers label the symmetrised states, and each state is counted once. With modes numbered from zero,

\[ Z_N=\sum_{n_0+\dots+n_{m-1}=N}\ \prod_{i=0}^{m-1}x_i^{n_i}. \]

This is the complete homogeneous symmetric polynomial in the \(x_i\). In Lean, `x : Fin m → ℝ` holds the Boltzmann factors, and `Finset.Nat.antidiagonalTuple m N` is the finite set of occupation tuples with sum \(N\).

```lean
import Mathlib

open Finset

namespace IdealBosonLogConcavity

noncomputable section

/-- Canonical partition function of `N` ideal bosons in `m` modes with Boltzmann factors `x i`:
the sum over all occupation numbers with total `N` of the product of `x i ^ n i`. -/
def bosonZ {m : ℕ} (x : Fin m → ℝ) (N : ℕ) : ℝ :=
  ∑ n ∈ Finset.Nat.antidiagonalTuple m N, ∏ i, x i ^ n i

/-- Canonical free energy `-T log Z_N` of ideal bosons, with temperature in energy units; it has its
physical meaning only when `Z_N > 0`. -/
def freeEnergy {m : ℕ} (T : ℝ) (x : Fin m → ℝ) (N : ℕ) : ℝ :=
  -T * Real.log (bosonZ x N)
```

Q: Nothing there ties `x` to `T`.

A: Correct. You supply \(x_i=e^{-\varepsilon_i/T}\), with mode energies \(\varepsilon_i\), the same \(T>0\), and \(k_B=1\). The inequality for \(Z_N\) holds for any fixed nonnegative factors; the one for \(F_N\) also assumes that at least one of them is positive. At `T = 0` the formula merely gives \(F_N=0\), not a ground-state energy. With attractive interactions the inequalities can fail, and infinitely many modes would need a further argument about convergence.

Q: How do you relate different particle numbers?

A: Look at mode 0. Either it is empty, or one boson can be removed from it. With \(Z'\) the partition function without that mode,

\[ Z_0=1,\qquad Z_{N+1}=Z'_{N+1}+x_0Z_N. \]

```lean
/-- The partition function without particles is one. -/
theorem bosonZ_zero {m : ℕ} (x : Fin m → ℝ) : bosonZ x 0 = 1 := by
  simp [bosonZ, Finset.Nat.antidiagonalTuple_zero_right]

/-- Either the first mode is empty, or one boson can be removed from it:
`Z_(N+1)` is the partition function without that mode plus `x 0 * Z_N`. -/
theorem bosonZ_succ {m : ℕ} (x : Fin (m + 1) → ℝ) (N : ℕ) :
    bosonZ x (N + 1) = bosonZ (Fin.tail x) (N + 1) + x 0 * bosonZ x N := by
  have hsplit := Finset.sum_filter_add_sum_filter_not
    (Finset.Nat.antidiagonalTuple (m + 1) (N + 1)) (fun n => n 0 = 0)
    (fun n => ∏ i, x i ^ n i)
  unfold bosonZ
  rw [← hsplit, Finset.mul_sum]
  congr 1
  · -- configurations with an empty first mode
    refine Finset.sum_nbij' (fun n => Fin.tail n)
      (fun k => (Fin.cons 0 k : Fin (m + 1) → ℕ)) ?_ ?_ ?_ ?_ ?_
    · intro n hn
      simp only [Finset.mem_filter, Finset.Nat.mem_antidiagonalTuple,
        Fin.sum_univ_succ, Fin.tail] at hn ⊢
      omega
    · intro k hk
      simpa [Finset.Nat.mem_antidiagonalTuple, Fin.sum_univ_succ] using hk
    · intro n hn
      have h0 : n 0 = 0 := (Finset.mem_filter.mp hn).2
      funext i
      refine Fin.cases ?_ (fun j => ?_) i
      · simp [h0]
      · simp [Fin.tail]
    · intro k _
      funext i
      simp [Fin.tail]
    · intro n hn
      have h0 : n 0 = 0 := (Finset.mem_filter.mp hn).2
      simp [Fin.prod_univ_succ, h0, Fin.tail]
  · -- remove one boson from an occupied first mode
    refine Finset.sum_nbij'
      (fun n => (Fin.cons (n 0 - 1) (Fin.tail n) : Fin (m + 1) → ℕ))
      (fun k => (Fin.cons (k 0 + 1) (Fin.tail k) : Fin (m + 1) → ℕ)) ?_ ?_ ?_ ?_ ?_
    · intro n hn
      simp only [Finset.mem_filter, Finset.Nat.mem_antidiagonalTuple,
        Fin.sum_univ_succ, Fin.cons_zero, Fin.cons_succ, Fin.tail] at hn ⊢
      omega
    · intro k hk
      simp only [Finset.mem_filter, Finset.Nat.mem_antidiagonalTuple,
        Fin.sum_univ_succ, Fin.cons_zero, Fin.cons_succ, Fin.tail] at hk ⊢
      omega
    · intro n hn
      have h0 : n 0 ≠ 0 := (Finset.mem_filter.mp hn).2
      funext i
      refine Fin.cases ?_ (fun j => ?_) i
      · simp only [Fin.cons_zero]
        omega
      · simp [Fin.tail]
    · intro k _
      funext i
      refine Fin.cases ?_ (fun j => ?_) i
      · simp
      · simp [Fin.tail]
    · intro n hn
      have h0 : n 0 ≠ 0 := (Finset.mem_filter.mp hn).2
      obtain ⟨c, hc⟩ : ∃ c, n 0 = c + 1 := ⟨n 0 - 1, by omega⟩
      simp only [Fin.prod_univ_succ, Fin.cons_zero, Fin.cons_succ, hc, Fin.tail,
        Nat.add_sub_cancel]
      ring
```

Q: That is one line for me. What takes Lean so long?

A: The relabelling of configurations, done by `Finset.sum_nbij'`. It equates two finite sums, given maps in both directions and five checks: each map lands in the other index set, the two maps undo each other in both orders, and the summands agree. For an occupied mode 0 the maps are \(n_0\mapsto n_0-1\) and \(k_0\mapsto k_0+1\). Subtraction in `ℕ` stops at zero, so recovering \(n_0\) uses `n 0 ≠ 0`, which the split of the sum provides. The summands agree because \(x_0^{c+1}=x_0\,x_0^c\).

Q: And the signs?

A: Every term is nonnegative. If \(x_j>0\), putting all \(N\) bosons into mode \(j\) gives a positive term, so \(Z_N>0\) and its logarithm has its physical meaning.

```lean
/-- Nonnegative Boltzmann factors give a nonnegative partition function. -/
theorem bosonZ_nonneg {m : ℕ} (x : Fin m → ℝ) (hx : ∀ i, 0 ≤ x i) (N : ℕ) :
    0 ≤ bosonZ x N :=
  Finset.sum_nonneg fun n _ => Finset.prod_nonneg fun i _ => pow_nonneg (hx i) (n i)

/-- If all Boltzmann factors are nonnegative and one is positive, the partition function is
positive for every particle number. -/
theorem bosonZ_pos {m : ℕ} (x : Fin m → ℝ) (hx : ∀ i, 0 ≤ x i) (hpos : ∃ j, 0 < x j)
    (N : ℕ) : 0 < bosonZ x N := by
  obtain ⟨j, hj⟩ := hpos
  -- put all bosons into the mode `j`
  refine Finset.sum_pos' (fun n _ => Finset.prod_nonneg fun i _ => pow_nonneg (hx i) (n i))
    ⟨fun i => if i = j then N else 0, ?_, ?_⟩
  · simp [Finset.Nat.mem_antidiagonalTuple]
  · refine Finset.prod_pos fun i _ => ?_
    by_cases h : i = j
    · subst h
      simpa using pow_pos hj N
    · simp [h]
```

Q: Log-concavity usually passes to wider separations through ratios. Some of your \(Z_N\) may vanish.

A: No ratios are used. Suppose \(h_ih_{i+p+1}\le h_{i+1}h_{i+p}\) for all \(i,p\). Induction on \(p\) then moves several particles:

\[ h_ih_{i+p+q+2}\le h_{i+1}h_{i+p+q+1}\le h_{i+p+1}h_{i+q+1}. \]

The first inequality is the assumption, the second the induction hypothesis started at \(i+1\). If either shift is zero, both sides are equal.

```lean
/-- If a real sequence satisfies the exchange inequality for moving one particle from the larger
to the smaller system, it satisfies it for moving any number `p`. -/
theorem exchange_of_step {h : ℕ → ℝ}
    (hstep : ∀ i p, h i * h (i + p + 1) ≤ h (i + 1) * h (i + p)) (p : ℕ) :
    ∀ i q, h i * h (i + p + q) ≤ h (i + p) * h (i + q) := by
  induction p with
  | zero => intro i q; exact le_refl _
  | succ p ih =>
    intro i q
    cases q with
    | zero => exact le_of_eq (mul_comm _ _)
    | succ q =>
      have h1 := hstep i (p + q + 1)
      have h2 := ih (i + 1) q
      rw [show i + 1 + p + q = i + (p + q + 1) by omega] at h2
      rw [show i + (p + 1) + (q + 1) = i + (p + q + 1) + 1 by omega,
        show i + (p + 1) = i + 1 + p by omega, show i + (q + 1) = i + 1 + q by omega]
      exact h1.trans h2
```

Q: Why does the inequality survive an extra mode?

A: Let \(h\) be the sequence before adding a mode with factor \(a\ge0\), and \(g\) the one after. Then \(g_0=h_0\), \(g_{n+1}=h_{n+1}+ag_n\), and hence \(h_n\le g_n\). First prove the mixed inequality

\[ g_kh_{k+r+d}\le h_{k+d}\,g_{k+r} \]

by induction on \(k\). For \(k=0\), \(h_0h_{r+d}\le h_rh_d\le g_rh_d\). For the next \(k\),

\[
\begin{aligned}
g_{k+1}h_{k+1+r+d}&=h_{k+1}h_{k+1+r+d}+a\,g_kh_{k+r+(d+1)}\\
&\le h_{k+1+d}\,(h_{k+1+r}+a\,g_{k+r})=h_{k+1+d}\,g_{k+1+r}.
\end{aligned}
\]

Now set \(d=1\) and add \(a\,g_kg_{k+r}\) to both sides:

\[ g_kg_{k+r+1}\le g_{k+1}g_{k+r}. \]

The previous lemma extends this to all shifts. In Lean, `mixed` is the intermediate inequality, and `linarith` combines the products.

```lean
/-- Let `h` and `g` be nonnegative sequences with `g 0 = h 0` and `g (n + 1) = h (n + 1) + a * g n`,
as for partition functions before and after adding a mode with Boltzmann factor `a ≥ 0`. If `h`
satisfies the exchange inequality, so does `g`. -/
theorem exchange_add_mode {h g : ℕ → ℝ} {a : ℝ} (ha : 0 ≤ a)
    (hh : ∀ n, 0 ≤ h n) (hgn : ∀ n, 0 ≤ g n)
    (g0 : g 0 = h 0) (hg : ∀ n, g (n + 1) = h (n + 1) + a * g n)
    (hs : ∀ i p q, h i * h (i + p + q) ≤ h (i + p) * h (i + q)) (i p q : ℕ) :
    g i * g (i + p + q) ≤ g (i + p) * g (i + q) := by
  have hle : ∀ n, h n ≤ g n := by
    intro n
    cases n with
    | zero => exact g0.ge
    | succ n =>
      rw [hg n]
      linarith [mul_nonneg ha (hgn n)]
  -- mixed inequality between the systems with and without the new mode
  have mixed : ∀ k r d, g k * h (k + r + d) ≤ h (k + d) * g (k + r) := by
    intro k
    induction k with
    | zero =>
      intro r d
      have e1 := hs 0 r d
      have e2 := mul_le_mul_of_nonneg_left (hle (0 + r)) (hh (0 + d))
      rw [g0]
      linarith
    | succ k ih =>
      intro r d
      have e1 := hs (k + 1) r d
      have e2 := mul_le_mul_of_nonneg_left (ih r (d + 1)) ha
      rw [show k + r + (d + 1) = k + 1 + r + d by omega,
        show k + (d + 1) = k + 1 + d by omega] at e2
      have e3 : g (k + 1 + r) = h (k + 1 + r) + a * g (k + r) := by
        rw [show k + 1 + r = k + r + 1 by omega]
        exact hg _
      rw [hg k, e3]
      linarith
  refine exchange_of_step (fun k r => ?_) p i q
  have e := mixed k r 1
  rw [hg k, hg (k + r)]
  linarith
```

Q: Where does the induction on modes start?

A: With no modes: \(Z_0=1\) and all other \(Z_N\) vanish, so the inequality is immediate. Adding modes one at a time gives

\[ Z_iZ_{i+p+q}\le Z_{i+p}Z_{i+q}. \]

```lean
/-- For nonnegative Boltzmann factors, two ideal-boson systems with `i` and `i + p + q` particles
have a product of partition functions at most that for `i + p` and `i + q` particles. -/
theorem bosonZ_exchange {m : ℕ} (x : Fin m → ℝ) (hx : ∀ i, 0 ≤ x i) :
    ∀ i p q, bosonZ x i * bosonZ x (i + p + q) ≤ bosonZ x (i + p) * bosonZ x (i + q) := by
  induction m with
  | zero =>
    intro i p q
    rcases Nat.eq_zero_or_pos (i + p + q) with h | h
    · obtain ⟨rfl, rfl, rfl⟩ : i = 0 ∧ p = 0 ∧ q = 0 := by omega
      exact le_refl _
    · -- without modes no particle can be accommodated
      obtain ⟨k, hk⟩ : ∃ k, i + p + q = k + 1 := ⟨i + p + q - 1, by omega⟩
      have h0 : bosonZ x (k + 1) = 0 := by
        simp [bosonZ, Finset.Nat.antidiagonalTuple_zero_succ]
      rw [hk, h0, mul_zero]
      exact mul_nonneg (bosonZ_nonneg x hx _) (bosonZ_nonneg x hx _)
  | succ m ih =>
    have ht : ∀ i, 0 ≤ Fin.tail x i := fun i => hx i.succ
    exact exchange_add_mode (hx 0) (bosonZ_nonneg _ ht) (bosonZ_nonneg x hx)
      (by rw [bosonZ_zero, bosonZ_zero]) (bosonZ_succ x) (ih (Fin.tail x) ht)
```

Taking \(i=N-1\) and \(p=q=1\) gives log-concavity; `hN` ensures that `N - 1` really is one particle fewer.

```lean
/-- For nonnegative Boltzmann factors and `N ≥ 1`, the canonical partition functions of ideal
bosons are log-concave in the particle number: `Z_(N-1) Z_(N+1) ≤ Z_N ^ 2`. -/
theorem bosonZ_log_concave {m : ℕ} (x : Fin m → ℝ) (hx : ∀ i, 0 ≤ x i)
    {N : ℕ} (hN : 1 ≤ N) :
    bosonZ x (N - 1) * bosonZ x (N + 1) ≤ bosonZ x N ^ 2 := by
  obtain ⟨k, rfl⟩ : ∃ k, N = k + 1 := ⟨N - 1, by omega⟩
  rw [Nat.add_sub_cancel, pow_two]
  exact bosonZ_exchange x hx k 1 1
```

Q: And the free energy?

A: Positivity permits taking logarithms:

\[ \log Z_{N-1}+\log Z_{N+1}\le2\log Z_N. \]

Multiplying by \(-T\le0\) reverses the inequality and gives convexity. Here `hx` and `hpos` say that all factors are nonnegative and one is positive.

```lean
/-- At temperature `T ≥ 0`, with nonnegative Boltzmann factors of which one is positive, the free
energy of ideal bosons is convex in the particle number `N ≥ 1`. -/
theorem freeEnergy_convex {m : ℕ} {T : ℝ} (hT : 0 ≤ T) (x : Fin m → ℝ)
    (hx : ∀ i, 0 ≤ x i) (hpos : ∃ j, 0 < x j) {N : ℕ} (hN : 1 ≤ N) :
    2 * freeEnergy T x N ≤ freeEnergy T x (N - 1) + freeEnergy T x (N + 1) := by
  have hp := bosonZ_pos x hx hpos
  have hl := Real.log_le_log (mul_pos (hp (N - 1)) (hp (N + 1))) (bosonZ_log_concave x hx hN)
  rw [Real.log_mul (hp _).ne' (hp _).ne', Real.log_pow] at hl
  push_cast at hl
  have h := mul_le_mul_of_nonneg_left hl hT
  unfold freeEnergy
  linarith
```

Q: Could the bound be strict in general?

A: No. A single mode has \(Z_{N+1}=x_0Z_N\), so both sides coincide for every \(N\ge1\).

```lean
/-- For a single mode and `N ≥ 1` the log-concavity inequality is an equality. -/
theorem single_mode_equality (x : Fin 1 → ℝ) {N : ℕ} (hN : 1 ≤ N) :
    bosonZ x N ^ 2 = bosonZ x (N - 1) * bosonZ x (N + 1) := by
  -- each further boson contributes the same factor
  have key : ∀ k, bosonZ x (k + 1) = x 0 * bosonZ x k := by
    intro k
    have h0 : bosonZ (Fin.tail x) (k + 1) = 0 := by
      simp [bosonZ, Finset.Nat.antidiagonalTuple_zero_succ]
    rw [bosonZ_succ, h0, zero_add]
  obtain ⟨k, rfl⟩ : ∃ k, N = k + 1 := ⟨N - 1, by omega⟩
  rw [Nat.add_sub_cancel, key (k + 1), key k]
  ring

end

end IdealBosonLogConcavity
```

```lean
#print axioms IdealBosonLogConcavity.freeEnergy_convex
#print axioms IdealBosonLogConcavity.single_mode_equality
```

```
'IdealBosonLogConcavity.freeEnergy_convex' depends on axioms: [propext, Classical.choice, Quot.sound]
'IdealBosonLogConcavity.single_mode_equality' depends on axioms: [propext, Classical.choice, Quot.sound]
```
